# The least free energy of a finite spectrum at fixed block probabilities

How low can the free energy go when energy levels are grouped into blocks, such as the conformers of a molecule, and each block's total probability is held fixed? The grouping is modelled here as a map $c$ that sends each level $i$ to its block $c(i)$. We assume that $c$ is surjective, which says that no block is empty.

```lean
import Mathlib

open Finset

namespace CoarseGrainedFreeEnergy

noncomputable section

variable {ι κ : Type*} [Fintype ι] [DecidableEq κ]
```

The types `ι` and `κ` hold the levels and the blocks. A degenerate level is listed once for each of its states, so the sums below need no degeneracy factors. Let $E_i$ be the level energies, $p_i$ the level weights and $b=1/(k_BT)$ the inverse temperature, usually written $\beta$. The functional is energy minus temperature times entropy:

$$\mathcal F(E,p)=\sum_i p_iE_i+\frac1b\sum_i p_i\ln p_i,\qquad 0\ln 0=0.$$

```lean
/-- The free-energy functional `∑ pᵢ Eᵢ + (1/b) ∑ pᵢ ln pᵢ` at inverse temperature `b ≠ 0`,
for nonnegative weights `p`, with `0 ln 0 = 0`. -/
def freeEnergy (b : ℝ) (E p : ι → ℝ) : ℝ :=
  (∑ i, p i * E i) + (1 / b) * ∑ i, p i * Real.log (p i)
```

Each block $a$ has a partition function $Z_a=\sum_{c(i)=a}e^{-bE_i}$

```lean
/-- The partition function of block `a`, where `c i` is the block of level `i`. -/
def blockZ (b : ℝ) (E : ι → ℝ) (c : ι → κ) (a : κ) : ℝ :=
  ∑ i with c i = a, Real.exp (-b * E i)
```

and a free energy $F_a=-\frac1b\ln Z_a$.

```lean
/-- The free energy `-(1/b) ln Z` of a nonempty block, for `b ≠ 0`. -/
def blockF (b : ℝ) (E : ι → ℝ) (c : ι → κ) (a : κ) : ℝ :=
  -(1 / b) * Real.log (blockZ b E c a)
```

For prescribed block weights $w_a$, the candidate minimiser is $g_i=w_{c(i)}e^{-bE_i}/Z_{c(i)}$.

```lean
/-- The Gibbs weights within each block, scaled by the block weight `w`.
Every level lies in its own block, so the denominator is never zero. -/
def blockGibbs (b : ℝ) (E : ι → ℝ) (c : ι → κ) (w : κ → ℝ) (i : ι) : ℝ :=
  w (c i) * Real.exp (-b * E i) / blockZ b E c (c i)
```

Admissible $p$ are nonnegative and sum to $w_a$ in each block. If $\sum_a w_a=1$, they are probability vectors; the theorems do not need this normalisation.

```lean
/-- The level weights `p` are nonnegative and add up to `w a` in each block `a`. -/
structure HasBlockWeights (c : ι → κ) (w : κ → ℝ) (p : ι → ℝ) : Prop where
  nonneg : ∀ i, 0 ≤ p i
  sum_eq : ∀ a, (∑ i with c i = a, p i) = w a
```

In quantum terms, the $p_i$ are populations of a density matrix diagonal in the energy basis, with finitely many levels and no coherences. That a real system relaxes within its blocks while the $w_a$ stay frozen is a physical assumption about time scales.

## (a) Positive partition functions

Show that $Z_a>0$ for every block.

**Solution.** Block $a$ contains a level, so $Z_a$ is a nonempty sum of positive exponentials. In Lean, `hc a` supplies the level.

```lean
variable {c : ι → κ} {w : κ → ℝ} {p : ι → ℝ}

/-- The partition function of each block is positive when all blocks are nonempty. -/
theorem blockZ_pos (b : ℝ) (E : ι → ℝ) (hc : Function.Surjective c) (a : κ) :
    0 < blockZ b E c a := by
  obtain ⟨i, hi⟩ := hc a
  exact Finset.sum_pos (fun j _ => Real.exp_pos _) ⟨i, by simp [hi]⟩
```

## (b) The scaled Gibbs weights are admissible

For $w_a\ge0$, show that $g_i\ge0$ and $\sum_{c(i)=a}g_i=w_a$.

**Solution.** All factors of $g_i$ are nonnegative, and $Z_{c(i)}>0$. Within block $a$, the common factor comes out of the sum:

$$\sum_{c(i)=a}g_i=\frac{w_a}{Z_a}\sum_{c(i)=a}e^{-bE_i}=w_a.$$

```lean
/-- For nonempty blocks and nonnegative block weights, the scaled Gibbs weights
have the prescribed block weights. -/
theorem blockGibbs_hasBlockWeights (b : ℝ) (E : ι → ℝ) (hc : Function.Surjective c)
    (hw : ∀ a, 0 ≤ w a) : HasBlockWeights c w (blockGibbs b E c w) := by
  refine ⟨fun i => ?_, fun a => ?_⟩
  · exact div_nonneg (mul_nonneg (hw _) (Real.exp_pos _).le) (blockZ_pos b E hc _).le
  · have h : (∑ i with c i = a, blockGibbs b E c w i)
        = ∑ i with c i = a, (w a / blockZ b E c a) * Real.exp (-b * E i) :=
      Finset.sum_congr rfl (fun i hi => by
        rw [blockGibbs, (Finset.mem_filter.mp hi).2]; ring)
    rw [h, ← Finset.mul_sum]
    change w a / blockZ b E c a * blockZ b E c a = w a
    exact div_mul_cancel₀ (w a) (blockZ_pos b E hc a).ne'
```

## (c) A level weighs no more than its block

Show that $p_i\le w_{c(i)}$ for admissible $p$.

**Solution.** $w_{c(i)}$ is a sum of nonnegative terms, one of which is $p_i$.

```lean
/-- For nonnegative level weights, the weight of a level is at most the weight of its block. -/
theorem le_blockWeight (hp : HasBlockWeights c w p) (i : ι) : p i ≤ w (c i) := by
  rw [← hp.sum_eq (c i)]
  exact Finset.single_le_sum (f := p) (fun j _ => hp.nonneg j) (by simp)
```

## (d) A strict inequality for one level

Let $p,g\ge0$ be numbers with $p\ne g$, and let $p=0$ if $g=0$. Show that

$$p-g<p(\ln p-\ln g).$$

**Solution.** If $p=0$, then $g>0$ and the claim reads $-g<0$. If $p>0$, then $g>0$, and $x=g/p\ne1$ satisfies $\ln x<x-1$. Multiplying by $p$ gives $p(\ln g-\ln p)<g-p$; reverse the signs.

```lean
/-- For nonnegative `p` and `g`, with `p = 0` wherever `g = 0`, the relative-entropy term
`p (ln p - ln g)` strictly exceeds `p - g` unless `p = g`. -/
theorem relEntropy_term_gt {p g : ℝ} (hp : 0 ≤ p) (hg : 0 ≤ g) (h : g = 0 → p = 0)
    (hne : p ≠ g) : p - g < p * (Real.log p - Real.log g) := by
  rcases hp.eq_or_lt with h0 | hp'
  · have hg' : 0 < g := lt_of_le_of_ne hg (fun e => hne (h0.symm.trans e))
    rw [← h0, zero_mul]
    linarith
  · have hg' : 0 < g := lt_of_le_of_ne hg (fun e => hp'.ne' (h e.symm))
    -- the strict inequality `ln x < x - 1` at `x = g / p`
    have hl := Real.log_lt_sub_one_of_pos (div_pos hg' hp')
      (fun e => hne ((div_eq_one_iff_eq hp'.ne').mp e).symm)
    rw [Real.log_div hg'.ne' hp'.ne'] at hl
    have hm := mul_lt_mul_of_pos_left hl hp'
    have e : p * (g / p - 1) = g - p := by field_simp
    rw [e] at hm
    linarith
```

## (e) Averages of block quantities

For admissible $p$ and any function $f$ of the block, show that

$$\sum_i p_if(c(i))=\sum_a w_af(a).$$

**Solution.** Group the levels by block, which is `Finset.sum_fiberwise`. In block $a$, $f(a)$ factors out and leaves $w_a$.

```lean
variable [Fintype κ]

/-- The average of a quantity that depends only on the block is fixed by the block weights. -/
theorem sum_block (hp : HasBlockWeights c w p) (f : κ → ℝ) :
    ∑ i, p i * f (c i) = ∑ a, w a * f a := by
  rw [← Finset.sum_fiberwise Finset.univ c (fun i => p i * f (c i))]
  refine Finset.sum_congr rfl (fun a _ => ?_)
  rw [← hp.sum_eq a, Finset.sum_mul]
  exact Finset.sum_congr rfl (fun i hi => by rw [(Finset.mem_filter.mp hi).2])
```

## (f) The excess is a relative entropy

For $b>0$ and admissible $p$, show that

$$\mathcal F(E,p)-\mathcal F(F,w)=\frac1b\sum_i p_i(\ln p_i-\ln g_i),$$

where $\mathcal F(F,w)$ is the same functional with blocks as levels.

**Solution.** If $p_i>0$, then $w_{c(i)}>0$ by (c), and $\ln g_i=\ln w_{c(i)}-bE_i+bF_{c(i)}$. Hence

$$p_i(\ln p_i-\ln g_i)=p_i\ln p_i+bp_iE_i-bp_iF_{c(i)}-p_i\ln w_{c(i)},$$

which also holds for $p_i=0$. This is `key` in the code. Sum over $i$, apply (e) to $F_a$ and $\ln w_a$, and divide by $b$.

```lean
/-- For `b > 0`, nonempty blocks and nonnegative level weights `p` with block weights `w`, the free
energy of `p` exceeds the coarse-grained one, that of `w` at the block free energies, by `1/b` times
the relative entropy of `p` to the scaled Gibbs weights. -/
theorem freeEnergy_excess {b : ℝ} (E : ι → ℝ) (hb : 0 < b) (hc : Function.Surjective c)
    (hp : HasBlockWeights c w p) :
    freeEnergy b E p - freeEnergy b (blockF b E c) w
      = (1 / b) * ∑ i, p i * (Real.log (p i) - Real.log (blockGibbs b E c w i)) := by
  have hbb : 1 / b * b = 1 := one_div_mul_cancel hb.ne'
  have h1 := sum_block hp (blockF b E c)
  have h2 : ∑ i, p i * Real.log (w (c i)) = ∑ a, w a * Real.log (w a) :=
    sum_block hp (fun a => Real.log (w a))
  have key : ∀ i, p i * (Real.log (p i) - Real.log (blockGibbs b E c w i))
      = p i * Real.log (p i) + b * (p i * E i) - b * (p i * blockF b E c (c i))
        - p i * Real.log (w (c i)) := by
    intro i
    by_cases h : p i = 0
    · simp [h]
    · have hpi : 0 < p i := lt_of_le_of_ne (hp.nonneg i) (Ne.symm h)
      have hwi : 0 < w (c i) := lt_of_lt_of_le hpi (le_blockWeight hp i)
      have hlog : Real.log (blockGibbs b E c w i)
          = Real.log (w (c i)) + -b * E i - Real.log (blockZ b E c (c i)) := by
        rw [blockGibbs, Real.log_div (mul_pos hwi (Real.exp_pos _)).ne'
          (blockZ_pos b E hc _).ne', Real.log_mul hwi.ne' (Real.exp_ne_zero _), Real.log_exp]
      rw [hlog, blockF]
      linear_combination (-(p i * Real.log (blockZ b E c (c i)))) * hbb
  rw [Finset.sum_congr rfl (fun i _ => key i)]
  simp only [Finset.sum_sub_distrib, Finset.sum_add_distrib, ← Finset.mul_sum]
  rw [h1, h2]
  unfold freeEnergy
  linear_combination (-((∑ i, p i * E i) - ∑ a, w a * blockF b E c a)) * hbb
```

## (g) The minimum and its only minimiser

For $b>0$ and $w_a\ge0$, show that

$$\min_p\mathcal F(E,p)=\sum_a w_aF_a+\frac1b\sum_a w_a\ln w_a$$

over admissible $p$, attained only at $p=g$.

**Solution.** At $p=g$ the excess in (f) vanishes. Now let $p\ne g$. If $g_i=0$, then $w_{c(i)}=0$, so $p_i=0$ by (c). Thus (d) applies wherever $p_i\ne g_i$; elsewhere both sides are zero. By (e) with $f=1$, $\sum_i(p_i-g_i)=0$, so summing gives a positive excess.

`IsLeast` says that the value is attained and is a lower bound; the second clause gives uniqueness. The strictness passes through `Finset.sum_lt_sum`, which takes $\le$ in every term and $<$ in at least one. `Function.ne_iff` turns $p\ne g$ into a level $j$ where they differ, and (d) is strict there.

```lean
/-- For `b > 0`, nonempty blocks and nonnegative block weights `w`, the least free energy
at fixed `w` is `∑ wₐ Fₐ + (1/b) ∑ wₐ ln wₐ`, attained only by the scaled Gibbs weights. -/
theorem coarse_grained_minimum {b : ℝ} (E : ι → ℝ) (hb : 0 < b)
    (hc : Function.Surjective c) (hw : ∀ a, 0 ≤ w a) :
    IsLeast (freeEnergy b E '' {p | HasBlockWeights c w p})
        (freeEnergy b (blockF b E c) w) ∧
      ∀ p, HasBlockWeights c w p →
        (freeEnergy b E p = freeEnergy b (blockF b E c) w ↔ p = blockGibbs b E c w) := by
  have hG := blockGibbs_hasBlockWeights b E hc hw
  have hval : freeEnergy b E (blockGibbs b E c w) = freeEnergy b (blockF b E c) w := by
    have h := freeEnergy_excess E hb hc hG
    simp only [sub_self, mul_zero, Finset.sum_const_zero] at h
    linarith
  -- any other admissible vector has strictly larger free energy
  have hlt : ∀ p, HasBlockWeights c w p → p ≠ blockGibbs b E c w →
      freeEnergy b (blockF b E c) w < freeEnergy b E p := by
    intro p hp hne
    have hterm : ∀ i, p i ≠ blockGibbs b E c w i → p i - blockGibbs b E c w i
        < p i * (Real.log (p i) - Real.log (blockGibbs b E c w i)) := by
      intro i hi
      refine relEntropy_term_gt (hp.nonneg i) (hG.nonneg i) (fun h0 => ?_) hi
      have hwi : w (c i) = 0 := by
        simpa [blockGibbs, (blockZ_pos b E hc (c i)).ne'] using h0
      exact le_antisymm (hwi ▸ le_blockWeight hp i) (hp.nonneg i)
    obtain ⟨j, hj⟩ := Function.ne_iff.mp hne
    have hle : ∀ i, p i - blockGibbs b E c w i
        ≤ p i * (Real.log (p i) - Real.log (blockGibbs b E c w i)) := by
      intro i
      by_cases hi : p i = blockGibbs b E c w i
      · exact le_of_eq (by rw [hi, sub_self, sub_self, mul_zero])
      · exact (hterm i hi).le
    have hsum : ∑ i, (p i - blockGibbs b E c w i)
        < ∑ i, p i * (Real.log (p i) - Real.log (blockGibbs b E c w i)) :=
      Finset.sum_lt_sum (fun i _ => hle i) ⟨j, Finset.mem_univ j, hterm j hj⟩
    have htot : ∑ i, (p i - blockGibbs b E c w i) = 0 := by
      have h1 := sum_block hp (fun _ => 1)
      have h2 := sum_block hG (fun _ => 1)
      simp only [mul_one] at h1 h2
      rw [Finset.sum_sub_distrib, h1, h2, sub_self]
    rw [htot] at hsum
    have hpos := mul_pos (one_div_pos.mpr hb) hsum
    rw [← freeEnergy_excess E hb hc hp] at hpos
    linarith
  refine ⟨⟨⟨_, hG, hval⟩, ?_⟩, fun p hp => ⟨fun h => ?_, fun h => h ▸ hval⟩⟩
  · rintro _ ⟨p, hp, rfl⟩
    by_cases h : p = blockGibbs b E c w
    · rw [h, hval]
    · exact (hlt p hp h).le
  · by_contra hne
    exact (hlt p hp hne).ne' h
```

## (h) Coarse-graining twice

Let $d$ group the blocks into larger ones, labelled $m$. For $b\ne0$, show that

$$\sum_{d(a)=m}e^{-bF_a}=\sum_{d(c(i))=m}e^{-bE_i}.$$

**Solution.** Since $e^{-bF_a}=Z_a$, the left side is a double sum over blocks and their levels. Each level lies in exactly one block, so exchanging the sums (`Finset.sum_comm`) gives the right side.

In a conformer calculation with a finite list of levels, one sums the Boltzmann factors of each conformer to get $F_a$, then uses $e^{-bF_a}/\sum_{a'}e^{-bF_{a'}}$ as its equilibrium population. The denominator is the full partition function, the case of constant $d$.

```lean
/-- For `b ≠ 0` and nonempty blocks, taking the block free energies as energies reproduces
the partition functions of any coarser partition, given by a map `d` of the blocks. -/
theorem blockZ_blockF {μ : Type*} [DecidableEq μ] {b : ℝ} (E : ι → ℝ) (hb : b ≠ 0)
    (hc : Function.Surjective c) (d : κ → μ) (m : μ) :
    blockZ b (blockF b E c) d m = blockZ b E (d ∘ c) m := by
  have hexp : ∀ a, Real.exp (-b * blockF b E c a) = blockZ b E c a := by
    intro a
    have h : -b * blockF b E c a = Real.log (blockZ b E c a) := by
      rw [blockF]
      linear_combination Real.log (blockZ b E c a) * one_div_mul_cancel hb
    rw [h, Real.exp_log (blockZ_pos b E hc a)]
  calc blockZ b (blockF b E c) d m = ∑ a with d a = m, blockZ b E c a :=
        Finset.sum_congr rfl (fun a _ => hexp a)
    _ = ∑ a, ∑ i, if c i = a then (if d a = m then Real.exp (-b * E i) else 0) else 0 := by
        rw [Finset.sum_filter]
        refine Finset.sum_congr rfl (fun a _ => ?_)
        rw [blockZ, Finset.sum_filter]
        by_cases h : d a = m <;> simp [h]
    _ = blockZ b E (d ∘ c) m := by
        rw [Finset.sum_comm, blockZ, Finset.sum_filter]
        simp

end

end CoarseGrainedFreeEnergy
```

```lean
#print axioms CoarseGrainedFreeEnergy.freeEnergy_excess
#print axioms CoarseGrainedFreeEnergy.coarse_grained_minimum
#print axioms CoarseGrainedFreeEnergy.blockZ_blockF
```

```
'CoarseGrainedFreeEnergy.freeEnergy_excess' depends on axioms: [propext, Classical.choice, Quot.sound]
'CoarseGrainedFreeEnergy.coarse_grained_minimum' depends on axioms: [propext, Classical.choice, Quot.sound]
'CoarseGrainedFreeEnergy.blockZ_blockF' depends on axioms: [propext, Classical.choice, Quot.sound]
```
